# Discarding overlap eigenvalues below t > 0 limits the effect of Hamiltonian noise of norm d on the Rayleigh quotient to d/t

A calculation in a nonorthogonal basis builds a Hamiltonian matrix $H$ and an overlap matrix $S$, and solves $Hx=\varepsilon Sx$ for the coefficient vector $x$ and the energy $\varepsilon$. When the basis functions are nearly linearly dependent, $S$ has very small eigenvalues. A common remedy is to diagonalise $S$, discard the eigenvectors with eigenvalue below a threshold $t>0$, and solve the problem in the space that remains.

Suppose that $H$ carries an error $N$, from sampling or approximate integrals, with operator norm (largest singular value) at most $d$. A bound on the single matrix elements of $N$ is not enough. If $S$ is Hermitian and known exactly, the energy quotient $\langle x,Hx\rangle/\langle x,Sx\rangle$ of any nonzero retained vector moves by at most $d/t$. This applies to electronic-structure and quantum subspace calculations as far as the error sits in $H$ alone. The bound does not cover a calculation in which $S$ is noisy too and the threshold acts on the noisy $S$.

## Operators, quotients and the retained space

```lean
import Mathlib

open scoped InnerProductSpace

namespace ThresholdedGeneralizedEigenproblem

noncomputable section

variable {E : Type*} [NormedAddCommGroup E] [InnerProductSpace ℂ E]
```

The last line fixes a complex inner product space $E$ of any dimension. For a matrix calculation, $E$ is the space of coefficient vectors with the ordinary inner product. So $\|x\|$ is the length of the coefficient vector, while $\langle x,Sx\rangle$ is the squared norm of the wavefunction.

```lean
/-- An operator is Hermitian if it can be moved from one side of the inner product
to the other. -/
def Hermitian (A : E →L[ℂ] E) : Prop :=
  ∀ x y : E, inner ℂ (A x) y = inner ℂ x (A y)
```

`E →L[ℂ] E` is the type of bounded linear operators on $E$; in finite dimension, every square matrix gives one. `Hermitian A` is the statement $\langle Ax,y\rangle=\langle x,Ay\rangle$ for all $x,y$. The inner product is antilinear in its first argument, as in Dirac notation.

```lean
/-- The real part of `⟨x, A x⟩`, for a vector `x` that need not be normalised. -/
def expect (A : E →L[ℂ] E) (x : E) : ℝ := (inner ℂ x (A x)).re
```

`expect A x` is $\mathrm{Re}\,\langle x,Ax\rangle$. Unlike a textbook expectation value it is not normalised. If $A$ is the matrix of an observable in the nonorthogonal basis, the expectation value in the state with coefficient vector $x$ is `expect A x` divided by the squared norm $\langle x,Sx\rangle$ of the wavefunction, not by $\|x\|^2$.

```lean
/-- The generalized Rayleigh quotient `⟨x, H x⟩ / ⟨x, S x⟩`, built from real parts and
meant for vectors with `⟨x, S x⟩ ≠ 0`. -/
def energy (H S : E →L[ℂ] E) (x : E) : ℝ := expect H x / expect S x
```

`energy H S x` is the generalized Rayleigh quotient. It is defined for any vector, not only for solutions of the eigenproblem. For Hermitian $H$ and $S$ with $\langle x,Sx\rangle>0$, it is the energy expectation value of the normalised wavefunction.

```lean
/-- The retained space: the span of the eigenvectors of `S` with real eigenvalue
at least `t`. -/
def retained (S : E →L[ℂ] E) (t : ℝ) : Submodule ℂ E :=
  Submodule.span ℂ {v | ∃ s : ℝ, t ≤ s ∧ S v = (s : ℂ) • v}
```

`retained S t` contains all finite linear combinations of vectors $v$ with $Sv=sv$ for some real $s\ge t$. An eigenvalue exactly equal to $t$ is kept.

```lean
/-- The values of the Rayleigh quotient on the nonzero vectors of the retained space. -/
def retainedEnergies (H S : E →L[ℂ] E) (t : ℝ) : Set ℝ :=
  {e | ∃ x ∈ retained S t, x ≠ 0 ∧ energy H S x = e}
```

This is the set of quotients that nonzero retained vectors can produce. For Hermitian $H$ and $S$ and $t>0$, its least element, if there is one, is the variational ground-state energy in the retained space.

```lean
/-- The noise operator `-d`, which multiplies every vector by `-d`. -/
def uniformShift (d : ℝ) : E →L[ℂ] E :=
  ((-d : ℝ) : ℂ) • ContinuousLinearMap.id ℂ E
```

`uniformShift d` is the operator $-d\cdot 1$, a specific noise that will show how large the effect can be. It adds $-d$ to every diagonal element of the Hamiltonian matrix. This is not a constant shift of the energy, which in a nonorthogonal basis would be $-d\,S$.

## Real expectation values and eigenvectors

```lean
/-- For a Hermitian operator the inner product `⟨x, A x⟩` is real, so it equals
its real part. -/
theorem expect_eq_inner {A : E →L[ℂ] E} (hA : Hermitian A) (x : E) :
    (expect A x : ℂ) = inner ℂ x (A x) := by
  apply Complex.conj_eq_iff_re.mp
  rw [inner_conj_symm]
  exact hA x x
```

A Lean theorem lists its hypotheses before the colon and its conclusion after it; the proof follows `:=`. Here the conclusion is that $\langle x,Ax\rangle$ is real for Hermitian $A$, so taking the real part loses nothing. The argument is
$$\overline{\langle x,Ax\rangle}=\langle Ax,x\rangle=\langle x,Ax\rangle .$$
The first equality is `inner_conj_symm`, and the second is the hypothesis `hA` with both vectors equal to $x$.

```lean
/-- If `A x = a x` with `a` real, then `⟨x, A x⟩` has real part `a ‖x‖²`. -/
theorem expect_eigenvector {A : E →L[ℂ] E} {x : E} {a : ℝ}
    (h : A x = (a : ℂ) • x) : expect A x = a * ‖x‖ ^ 2 := by
  have hn : (inner ℂ x x).re = ‖x‖ ^ 2 := inner_self_eq_norm_sq (𝕜 := ℂ) x
  rw [expect, h, inner_smul_right, Complex.re_ofReal_mul, hn]
```

If $Ax=ax$ with $a$ real, then $\langle x,Ax\rangle=a\langle x,x\rangle=a\|x\|^2$, which is $a$ for a normalised vector. The proof substitutes the eigenvalue equation and pulls out the scalar.

```lean
/-- If `S` is positive definite, the Rayleigh quotient at a nonzero solution of
`H x = ε S x` with `ε` real is `ε`. -/
theorem energy_generalized_eigenvector {H S : E →L[ℂ] E} {x : E} {ε : ℝ}
    (hS : ∀ y : E, y ≠ 0 → 0 < expect S y) (hx : x ≠ 0)
    (h : H x = (ε : ℂ) • S x) : energy H S x = ε := by
  have hH : expect H x = ε * expect S x := by
    simp only [expect, h, inner_smul_right, Complex.re_ofReal_mul]
  rw [energy, hH, mul_div_cancel_right₀ _ (hS x hx).ne']
```

If $Hx=\varepsilon Sx$, then $\langle x,Hx\rangle=\varepsilon\langle x,Sx\rangle$, and division by the positive overlap gives $\varepsilon$. This connects `energy` to the eigenproblem being solved. The hypothesis `hS` asks only that $\mathrm{Re}\,\langle y,Sy\rangle>0$ for every nonzero $y$; textbook positive definiteness usually includes Hermiticity as well.

```lean
/-- Eigenvectors of a Hermitian operator with different real eigenvalues are orthogonal. -/
theorem eigenvectors_orthogonal {S : E →L[ℂ] E} (hS : Hermitian S) {v w : E} {a b : ℝ}
    (hv : S v = (a : ℂ) • v) (hw : S w = (b : ℂ) • w) (hab : a ≠ b) :
    inner ℂ v w = 0 := by
  have h := hS v w
  rw [hv, hw, inner_smul_left, inner_smul_right, Complex.conj_ofReal] at h
  have h' : ((a : ℂ) - b) * inner ℂ v w = 0 := by linear_combination h
  rcases mul_eq_zero.mp h' with h0 | h0
  · exact absurd (Complex.ofReal_injective (sub_eq_zero.mp h0)) hab
  · exact h0
```

Let $Sv=av$ and $Sw=bw$ with $a\neq b$ real. Hermiticity gives
$$a\langle v,w\rangle=\langle Sv,w\rangle=\langle v,Sw\rangle=b\langle v,w\rangle ,$$
so $(a-b)\langle v,w\rangle=0$ and hence $\langle v,w\rangle=0$. The `rcases` line splits the vanishing product into its two factors, and the first case contradicts $a\ne b$.

## The overlap is at least t on the retained space

```lean
/-- For Hermitian `S`, every vector of the retained space satisfies
`t ‖x‖² ≤ ⟨x, S x⟩`. -/
theorem overlap_lower_bound {S : E →L[ℂ] E} (hS : Hermitian S) {t : ℝ} {x : E}
    (hx : x ∈ retained S t) : t * ‖x‖ ^ 2 ≤ expect S x := by
  -- write x as a finite sum of eigenvectors v i with eigenvalues s i
  obtain ⟨n, f, g, hfg⟩ := Submodule.mem_span_set'.mp hx
  have hg : ∀ i, ∃ s : ℝ, t ≤ s ∧ S (g i : E) = (s : ℂ) • (g i : E) := fun i => (g i).2
  choose s hts hSg using hg
  obtain ⟨v, hvdef⟩ : ∃ v : Fin n → E, ∀ i, v i = f i • (g i : E) := ⟨_, fun _ => rfl⟩
  have hv : ∀ i, S (v i) = (s i : ℂ) • v i := by
    intro i
    rw [hvdef, map_smul, hSg, smul_comm]
  have hxv : x = ∑ i, v i := by
    rw [← hfg]
    exact Finset.sum_congr rfl fun i _ => (hvdef i).symm
  -- the quadratic form of S - t is a squared norm
  have key : inner ℂ x (S x) - (t : ℂ) * inner ℂ x x =
      inner ℂ (∑ i, ((√(s i - t) : ℝ) : ℂ) • v i)
        (∑ i, ((√(s i - t) : ℝ) : ℂ) • v i) := by
    rw [hxv, map_sum, sum_inner, sum_inner, sum_inner, Finset.mul_sum,
      ← Finset.sum_sub_distrib]
    refine Finset.sum_congr rfl fun i _ => ?_
    rw [inner_sum, inner_sum, inner_sum, Finset.mul_sum, ← Finset.sum_sub_distrib]
    refine Finset.sum_congr rfl fun j _ => ?_
    simp only [hv, inner_smul_left, inner_smul_right, Complex.conj_ofReal]
    by_cases h : s i = s j
    · have hr : ((√(s j - t) : ℝ) : ℂ) * ((√(s j - t) : ℝ) : ℂ) = (s j : ℂ) - t := by
        rw [← Complex.ofReal_mul, Real.mul_self_sqrt (sub_nonneg.2 (hts j)),
          Complex.ofReal_sub]
      rw [h]
      linear_combination (-inner ℂ (v i) (v j)) * hr
    · rw [eigenvectors_orthogonal hS (hv i) (hv j) h]
      ring
  have hn : ∀ y : E, (inner ℂ y y).re = ‖y‖ ^ 2 :=
    fun y => inner_self_eq_norm_sq (𝕜 := ℂ) y
  have hre := congrArg Complex.re key
  rw [Complex.sub_re, Complex.re_ofReal_mul, hn, hn] at hre
  have hsq := sq_nonneg ‖∑ i, ((√(s i - t) : ℝ) : ℂ) • v i‖
  unfold expect
  linarith
```

The claim is $\langle x,Sx\rangle\ge t\|x\|^2$ for retained $x$. Write $x=\sum_i v_i$, a finite sum with $Sv_i=s_iv_i$ and $s_i\ge t$. Then
$$\langle x,Sx\rangle-t\langle x,x\rangle=\sum_{i,j}(s_j-t)\langle v_i,v_j\rangle .$$
Compare this with
$$\Big\|\sum_i\sqrt{s_i-t}\,v_i\Big\|^2=\sum_{i,j}\sqrt{s_i-t}\sqrt{s_j-t}\,\langle v_i,v_j\rangle .$$
If $s_i=s_j$, the two terms agree because the product of the roots is $s_j-t$. If $s_i\neq s_j$, both vanish by orthogonality. The left-hand side of the first equation is therefore a squared norm, so it is nonnegative. Vectors within a degenerate eigenspace need not be orthogonal for this.

In the proof, `Submodule.mem_span_set'` supplies the finite sum and `choose` names the eigenvalues $s_i$. The equality of the two double sums is `key`, and `by_cases` separates equal from different eigenvalues. The last lines take real parts and use that a square is nonnegative.

## Noise divided by overlap

```lean
/-- The expectation value is additive in the operator. -/
theorem expect_add (H N : E →L[ℂ] E) (x : E) :
    expect (H + N) x = expect H x + expect N x := by
  simp only [expect, add_apply, inner_add_right, Complex.add_re]
```

This is $\mathrm{Re}\,\langle x,(H+N)x\rangle=\mathrm{Re}\,\langle x,Hx\rangle+\mathrm{Re}\,\langle x,Nx\rangle$.

```lean
/-- Let `S` be Hermitian, `t > 0` and `‖N‖ ≤ d`. On a nonzero vector of the retained space
`⟨x, S x⟩` is positive, and adding `N` to `H` changes the Rayleigh quotient by at
most `d / t`. -/
theorem noise_bound {H N S : E →L[ℂ] E} (hS : Hermitian S) {t d : ℝ} (ht : 0 < t)
    (hN : ‖N‖ ≤ d) {x : E} (hx : x ∈ retained S t) (hx0 : x ≠ 0) :
    0 < expect S x ∧ |energy (H + N) S x - energy H S x| ≤ d / t := by
  have hlow := overlap_lower_bound hS hx
  have hnorm : 0 < ‖x‖ := norm_pos_iff.mpr hx0
  have hpos : 0 < expect S x := lt_of_lt_of_le (by positivity) hlow
  have hd : 0 ≤ d := (norm_nonneg N).trans hN
  -- Cauchy-Schwarz for the noise
  have hnoise : |expect N x| ≤ d * ‖x‖ ^ 2 := by
    calc |expect N x| ≤ ‖inner ℂ x (N x)‖ := Complex.abs_re_le_norm _
      _ ≤ ‖x‖ * ‖N x‖ := norm_inner_le_norm _ _
      _ ≤ ‖x‖ * (d * ‖x‖) :=
        mul_le_mul_of_nonneg_left (N.le_of_opNorm_le hN x) (norm_nonneg x)
      _ = d * ‖x‖ ^ 2 := by ring
  refine ⟨hpos, ?_⟩
  rw [energy, energy, expect_add, ← sub_div, add_sub_cancel_left, abs_div,
    abs_of_pos hpos, div_le_div_iff₀ hpos ht]
  calc |expect N x| * t ≤ d * ‖x‖ ^ 2 * t := mul_le_mul_of_nonneg_right hnoise ht.le
    _ = d * (t * ‖x‖ ^ 2) := by ring
    _ ≤ d * expect S x := mul_le_mul_of_nonneg_left hlow hd
```

The hypothesis `‖N‖ ≤ d` uses the operator norm: the noise lengthens no coefficient vector by more than the factor $d$. For nonzero retained $x$, the previous bound gives $\langle x,Sx\rangle\ge t\|x\|^2>0$, which is the first half of the conclusion. Cauchy–Schwarz gives
$$|\mathrm{Re}\,\langle x,Nx\rangle|\le\|x\|\,\|Nx\|\le d\|x\|^2 .$$
The contribution of $H$ cancels in the difference of the quotients, so
$$\left|\frac{\mathrm{Re}\,\langle x,Nx\rangle}{\langle x,Sx\rangle}\right|\le\frac{d\|x\|^2}{t\|x\|^2}=\frac dt .$$

The first `calc` block is the Cauchy–Schwarz chain. The `rw` line cancels $H$ and multiplies out the denominators, and the second `calc` block proves the resulting inequality. Neither $H$ nor $N$ has to be Hermitian, and $S$ need not be positive outside the retained space.

```lean
/-- Let `S` be positive definite, `d ≥ 0` and `x` a nonzero eigenvector of `S` with real
eigenvalue `s`. Then `s > 0`, and the noise `-d`, which has norm `d`, lowers the Rayleigh
quotient at `x` by exactly `d / s`. -/
theorem noise_on_eigenvector (H : E →L[ℂ] E) {S : E →L[ℂ] E}
    (hS : ∀ y : E, y ≠ 0 → 0 < expect S y) {s d : ℝ} (hd : 0 ≤ d) {x : E}
    (hx0 : x ≠ 0) (hx : S x = (s : ℂ) • x) :
    0 < s ∧ ‖(uniformShift d : E →L[ℂ] E)‖ = d ∧
      energy (H + uniformShift d) S x = energy H S x - d / s := by
  have hn : 0 < ‖x‖ ^ 2 := pow_pos (norm_pos_iff.mpr hx0) 2
  have hSx := expect_eigenvector hx
  have hs : 0 < s := by
    have h := hS x hx0
    rw [hSx] at h
    exact pos_of_mul_pos_left h hn.le
  refine ⟨hs, ?_, ?_⟩
  · have : Nontrivial E := ⟨⟨x, 0, hx0⟩⟩
    rw [uniformShift, norm_smul, ContinuousLinearMap.norm_id, mul_one,
      Complex.norm_real, norm_neg, Real.norm_of_nonneg hd]
  · have hshift : expect (uniformShift d) x = -d * ‖x‖ ^ 2 := expect_eigenvector rfl
    rw [energy, energy, expect_add, hshift, hSx, add_div,
      mul_div_mul_right _ _ hn.ne', neg_div]
    ring
```

Now let $S$ be positive definite and $Sx=sx$ with $x\neq0$. Since $\langle x,Sx\rangle=s\|x\|^2$ is positive, $s>0$. With $N=-d\cdot1$,
$$\frac{\langle x,Nx\rangle}{\langle x,Sx\rangle}=\frac{-d\|x\|^2}{s\|x\|^2}=-\frac ds .$$
The theorem also states that this noise has norm exactly $d$. Its proof uses `expect_eigenvector` twice, once for $S$ and once for the shift.

Take two normalised basis functions with overlap $0.999$. The eigenvalues of $S$ are $1.999$ and $0.001$. With $d=10^{-6}$ hartree, the shift lowers the quotient by $10^{-3}$ hartree at the eigenvector with $s=0.001$, but by only about $5\times10^{-7}$ hartree at the other. A threshold $t=0.01$ removes the first vector, and the bound $d/t$ then guarantees a change of at most $10^{-4}$ hartree for any noise of norm at most $d$. The bound is far from sharp here: the only retained eigenvalue is $1.999$, so the change is in fact at most about $5\times10^{-7}$ hartree.

## The lowest energy with and without noise

```lean
/-- Let `S` be Hermitian, `t > 0` and `‖N‖ ≤ d`. If the Rayleigh quotient attains a lowest
value on the retained space both without and with the noise `N`, these two values differ
by at most `d / t`. -/
theorem lowest_energy_stable {H N S : E →L[ℂ] E} (hS : Hermitian S) {t d : ℝ}
    (ht : 0 < t) (hN : ‖N‖ ≤ d) {e e' : ℝ} (he : IsLeast (retainedEnergies H S t) e)
    (he' : IsLeast (retainedEnergies (H + N) S t) e') : |e' - e| ≤ d / t := by
  obtain ⟨⟨x, hx, hx0, hxe⟩, hmin⟩ := he
  obtain ⟨⟨y, hy, hy0, hye⟩, hmin'⟩ := he'
  -- use each minimiser as a trial vector for the other problem
  have h1 : e ≤ energy H S y := hmin ⟨y, hy, hy0, rfl⟩
  have h2 : e' ≤ energy (H + N) S x := hmin' ⟨x, hx, hx0, rfl⟩
  have bx := abs_le.mp (noise_bound (H := H) hS ht hN hx hx0).2
  have bz := abs_le.mp (noise_bound (H := H) hS ht hN hy hy0).2
  exact abs_le.mpr ⟨by linarith [bz.1], by linarith [bx.2]⟩

end

end ThresholdedGeneralizedEigenproblem
```

`IsLeast` says that a number belongs to a set and is a lower bound for it. So $e$ and $e'$ are the lowest retained quotients without and with noise, attained at vectors $x$ and $y$. Write $E_H(z)$ for `energy H S z`. Using each minimiser as a trial vector for the other problem gives
$$e\le E_H(y)\le E_{H+N}(y)+\frac dt=e'+\frac dt,$$
$$e'\le E_{H+N}(x)\le E_H(x)+\frac dt=e+\frac dt .$$
Together these are $|e'-e|\le d/t$. In Lean, `h1` and `h2` are the two trial-vector inequalities, `bx` and `bz` are the noise bounds at $x$ and $y$, and `linarith` combines them.

That both minima are attained is assumed. In a finite matrix calculation with at least one retained eigenvector, this follows from compactness. There, a program collects the retained orthonormal eigenvectors of $S$ as columns, divides each by the square root of its eigenvalue, and calls the result $X$. For Hermitian $H$, the lowest eigenvalue of $X^\dagger HX$ is then $e$.

Both energies belong to the same retained space, so the bound does not measure how much the energy changes when the other eigenvectors are discarded.

```lean
#print axioms ThresholdedGeneralizedEigenproblem.expect_eq_inner
#print axioms ThresholdedGeneralizedEigenproblem.energy_generalized_eigenvector
#print axioms ThresholdedGeneralizedEigenproblem.noise_on_eigenvector
#print axioms ThresholdedGeneralizedEigenproblem.lowest_energy_stable
```

```
'ThresholdedGeneralizedEigenproblem.expect_eq_inner' depends on axioms: [propext, Classical.choice, Quot.sound]
'ThresholdedGeneralizedEigenproblem.energy_generalized_eigenvector' depends on axioms: [propext, Classical.choice, Quot.sound]
'ThresholdedGeneralizedEigenproblem.noise_on_eigenvector' depends on axioms: [propext, Classical.choice, Quot.sound]
'ThresholdedGeneralizedEigenproblem.lowest_energy_stable' depends on axioms: [propext, Classical.choice, Quot.sound]
```
